# In a gated Thomas–Fermi stack with constant density of states, carrier density falls layer by layer and the first layer keeps a finite share

A gate on one side of a stack of $N$ identical parallel layers draws carriers into them. Before gating, the layers hold no carriers and no fixed charge. Number the layers $1,\dots,N$ from the gate, and let $q_j$ be the number of carriers per unit area in layer $j$. The question is how the carriers divide among the layers, and what fraction the first layer holds.

Throughout, $q_j$ is a number density, not a charge: each carrier has charge $-e$. The letter $D$ is the density of states per unit area and energy, $d$ the spacing between layers, $\varepsilon$ the permittivity in SI form, and $\mu$ the chemical potential common to all layers. $U_j$ is the band-bottom energy of layer $j$, and $E_j$ is the electric field just beyond it, on the side facing away from the gate, and is positive when it points away from the gate.

```lean
import Mathlib

open Filter Topology

namespace GatedMultilayer

noncomputable section
```

The density farther from the gate than layer $j$ is

$$T_j=\sum_{i=j+1}^{N} q_i ,$$

so $T_0$ is the total and $T_N=0$. In Lean a profile is a function `q : ℕ → ℝ`, of which only the entries $1,\dots,N$ matter for a stack with $N\ge 1$. Despite its name, `chargeBeyond` is the number density $T_j$; the corresponding charge per unit area is $-e\,T_j$.

```lean
/-- Total carrier density in the layers `j + 1, ..., N`, those farther from the gate than `j`. -/
def chargeBeyond (N : ℕ) (q : ℕ → ℝ) (j : ℕ) : ℝ := ∑ i ∈ Finset.Ioc j N, q i
```

## The screening relation and its microscopic origin

The relation to be solved is

$$q_N>0,\qquad q_j-q_{j+1}=c\,T_j\quad(1\le j<N).$$

The condition $q_N>0$ excludes the uncharged stack, which has no strict decrease and no meaningful share.

```lean
/-- The screening relation of a gated stack: the last layer has positive carrier density, and the
drop in density from one layer to the next is `c` times the total density farther out. -/
structure Screened (c : ℝ) (N : ℕ) (q : ℕ → ℝ) : Prop where
  last_pos : 0 < q N
  balance : ∀ j, 1 ≤ j → j < N → q j - q (j + 1) = c * chargeBeyond N q j
```

Behind it stand four physical statements. A constant density of states gives $q_j=D(\mu-U_j)$, as for a parabolic two-dimensional band at zero temperature with $U_j\le\mu$. Crossing a gap changes the electron energy by $U_{j+1}-U_j=e\,d\,E_j$. Gauss's law at a sheet reads $\varepsilon(E_{j+1}-E_j)=-e\,q_{j+1}$, and the field vanishes beyond the last layer, $E_N=0$. The field between gate and first layer does not enter, so the total density is left free.

```lean
/-- Thomas-Fermi layers with density of states `D`, carrier charge `-e`, spacing `d`, permittivity
`ε` and chemical potential `μ`. Layer `j` has carrier density `q j` and band-bottom energy `U j`;
`E j` is the field just outside it, directed away from the gate. -/
structure ThomasFermiStack (D e d ε μ : ℝ) (N : ℕ) (q U E : ℕ → ℝ) : Prop where
  filling : ∀ j, 1 ≤ j → j ≤ N → q j = D * (μ - U j)
  energy : ∀ j, 1 ≤ j → j < N → U (j + 1) - U j = e * d * E j
  gauss : ∀ j, 1 ≤ j → j < N → ε * (E (j + 1) - E j) = -(e * q (j + 1))
  outside : E N = 0
```

The first layer's share is $q_1/T_0$.

```lean
/-- The first layer's share of the total carrier density, for a stack of nonzero total density. -/
def firstShare (N : ℕ) (q : ℕ → ℝ) : ℝ := q 1 / chargeBeyond N q 0
```

An explicit profile will serve as an example: a wave decaying from the gate plus its reflection at the outer surface, $p_j=r^j+r^{2N+1-j}$.

```lean
/-- A density profile made of a decaying wave and its reflection at the outer surface, for layers
`j ≤ N` and `0 < r < 1`. -/
def reflectedProfile (r : ℝ) (N j : ℕ) : ℝ := r ^ j + r ^ (2 * N + 1 - j)
```

Splitting off the nearest term of the sum gives $T_j=q_{j+1}+T_{j+1}$ for $j<N$. The inductions below on the number of layers beyond layer $j$ run inward from the last layer with this identity.

```lean
/-- The density beyond layer `j < N` is that of the next layer plus all that lies beyond it. -/
theorem chargeBeyond_step {N j : ℕ} (q : ℕ → ℝ) (h : j < N) :
    chargeBeyond N q j = q (j + 1) + chargeBeyond N q (j + 1) := by
  have hs : Finset.Ioc j N = insert (j + 1) (Finset.Ioc (j + 1) N) := by
    ext i
    simp only [Finset.mem_insert, Finset.mem_Ioc]
    omega
  unfold chargeBeyond
  rw [hs, Finset.sum_insert (by simp)]
```

Now sum Gauss's law from the outside. At the last layer $\varepsilon E_N=0=e\,T_N$. If $\varepsilon E_{j+1}=e\,T_{j+1}$, then

$$\varepsilon E_j=\varepsilon E_{j+1}+e\,q_{j+1}=e\,T_j .$$

The filling law and the energy step then give

$$q_j-q_{j+1}=D(U_{j+1}-U_j)=D\,e\,d\,E_j=\frac{De^2d}{\varepsilon}\,T_j .$$

So $c=De^2d/\varepsilon$, the ratio of a layer's quantum capacitance $e^2D$ to the geometric capacitance $\varepsilon/d$ of one gap. In the code, `field` is the induction, and `linear_combination D * hU` is the last display.

```lean
/-- Thomas-Fermi filling and Gauss's law give the screening relation with `c = D e² d / ε`, if the
permittivity is nonzero and the last layer has positive carrier density. -/
theorem ThomasFermiStack.screened {D e d ε μ : ℝ} {N : ℕ} {q U E : ℕ → ℝ}
    (h : ThomasFermiStack D e d ε μ N q U E) (hε : ε ≠ 0) (hN : 0 < q N) :
    Screened (D * e ^ 2 * d / ε) N q := by
  -- the field in each gap is set by the charge farther out
  have field : ∀ k j, j + k = N → 1 ≤ j → E j * ε = e * chargeBeyond N q j := by
    intro k
    induction k with
    | zero =>
      intro j hj _
      have hjN : j = N := by omega
      rw [hjN, h.outside]
      simp [chargeBeyond]
    | succ k ih =>
      intro j hj h1
      have hlt : j < N := by omega
      rw [chargeBeyond_step q hlt]
      linear_combination ih (j + 1) (by omega) (by omega) - h.gauss j h1 hlt
  refine ⟨hN, fun j h1 h2 => ?_⟩
  have hE : E j = e * chargeBeyond N q j / ε :=
    (eq_div_iff hε).mpr (field (N - j) j (by omega) h1)
  have hU := h.energy j h1 h2
  rw [hE] at hU
  rw [h.filling j h1 h2.le, h.filling (j + 1) (by omega) (by omega)]
  linear_combination D * hU
```

## Positive densities

Let $c>0$. At the last layer $q_N>0$ and $T_N=0$. If $q_{j+1}>0$ and $T_{j+1}\ge 0$, then $T_j=q_{j+1}+T_{j+1}>0$, and so $q_j=q_{j+1}+c\,T_j>0$. The variable `k` in the induction is $N-j$.

```lean
/-- For `c > 0` every layer has positive density, and the density beyond it is not negative;
`k` counts the layers beyond layer `j`. -/
theorem Screened.pos {c : ℝ} {N : ℕ} {q : ℕ → ℝ} (h : Screened c N q) (hc : 0 < c) :
    ∀ k j, j + k = N → 1 ≤ j → 0 < q j ∧ 0 ≤ chargeBeyond N q j := by
  intro k
  induction k with
  | zero =>
    intro j hj _
    have hjN : j = N := by omega
    rw [hjN]
    exact ⟨h.last_pos, by simp [chargeBeyond]⟩
  | succ k ih =>
    intro j hj h1
    have hlt : j < N := by omega
    obtain ⟨hp, ht⟩ := ih (j + 1) (by omega) (by omega)
    have hT : 0 < chargeBeyond N q j := by
      rw [chargeBeyond_step q hlt]
      linarith
    have hb := h.balance j h1 hlt
    have hm := mul_pos hc hT
    exact ⟨by linarith, hT.le⟩
```

## The decay factor

Subtracting neighbouring screening relations gives $q_{j-1}-2q_j+q_{j+1}=c\,q_j$. The trial solution $r^j$ therefore needs $r+1/r=2+c$, which is equivalent to

$$\left(1+\tfrac c2-r\right)^2=c+\tfrac{c^2}{4}.$$

For $r<1$ the bracket is positive, so

$$r=1+\tfrac c2-\sqrt{c+\tfrac{c^2}{4}} .$$

Conversely, the square root lies strictly between $c/2$ and $1+c/2$, which puts this $r$ in $(0,1)$. Its reciprocal is the same expression with a plus sign, since the product of the two is $1$, and their sum is $2+c$.

```lean
/-- The decay factor in `(0, 1)` with `r + 1/r = 2 + c` is `1 + c/2 - √(c + c²/4)`, for `c > 0`. -/
theorem decay_factor_iff {c r : ℝ} (hc : 0 < c) :
    (0 < r ∧ r < 1 ∧ r + 1 / r = 2 + c) ↔ r = 1 + c / 2 - √(c + c ^ 2 / 4) := by
  constructor
  · rintro ⟨h0, h1, hr⟩
    have hi : r * (1 / r) = 1 := mul_one_div_cancel h0.ne'
    have hsq : c + c ^ 2 / 4 = (1 + c / 2 - r) ^ 2 := by
      linear_combination hi - r * hr
    rw [hsq, Real.sqrt_sq (by linarith)]
    ring
  · intro hr
    have hs : √(c + c ^ 2 / 4) ^ 2 = c + c ^ 2 / 4 := Real.sq_sqrt (by positivity)
    have hu : √(c + c ^ 2 / 4) < 1 + c / 2 :=
      (Real.sqrt_lt' (by positivity)).mpr (by nlinarith)
    have hl : c / 2 < √(c + c ^ 2 / 4) :=
      (Real.lt_sqrt (by positivity)).mpr (by nlinarith)
    have h0 : 0 < r := by linarith
    have hi : 1 / r = 1 + c / 2 + √(c + c ^ 2 / 4) := by
      rw [div_eq_iff h0.ne', hr]
      linear_combination hs
    exact ⟨h0, by linarith, by linarith⟩
```

## Closed forms and the exact share

With $k=N-j$, the solution is

$$q_j=q_N\frac{1+r^{2k+1}}{(1+r)r^k},\qquad T_j=q_N\frac{r(1-r^{2k})}{(1-r^2)r^k}.$$

Both hold at $k=0$. Assume them for layer $j+1$, with $k$ layers beyond it. Adding the two gives

$$T_j(1-r^2)r^k=q_N\left[(1-r)(1+r^{2k+1})+r(1-r^{2k})\right]=q_N(1-r^{2k+2}),$$

which is the second form for layer $j$ after multiplication by $r$. For the first, use $cr=(1-r)^2$:

$$q_j(1+r)r^{k+1}=q_N\left[r(1+r^{2k+1})+(1-r)(1-r^{2k+2})\right]=q_N(1+r^{2k+3}).$$

Lean states both forms with the denominators multiplied out, and `linear_combination` carries out these sums.

```lean
/-- Closed form of the density in layer `j` and of the density beyond it, when `k` layers lie beyond
layer `j` and `r > 0` satisfies `r + 1/r = 2 + c`. Denominators are multiplied out, so at `r = 1`
the second identity is only `0 = 0`. -/
theorem Screened.closed_form {c r : ℝ} {N : ℕ} {q : ℕ → ℝ} (h : Screened c N q)
    (h0 : 0 < r) (hr : r + 1 / r = 2 + c) : ∀ k j, j + k = N → 1 ≤ j →
      q j * ((1 + r) * r ^ k) = q N * (1 + r ^ (2 * k + 1)) ∧
      chargeBeyond N q j * ((1 - r ^ 2) * r ^ k) = q N * (r * (1 - r ^ (2 * k))) := by
  have hi : r * (1 / r) = 1 := mul_one_div_cancel h0.ne'
  have hcr : c * r = (1 - r) ^ 2 := by linear_combination hi - r * hr
  intro k
  induction k with
  | zero =>
    intro j hj _
    have hjN : j = N := by omega
    rw [hjN]
    exact ⟨by ring, by simp [chargeBeyond]⟩
  | succ k ih =>
    intro j hj h1
    have hlt : j < N := by omega
    obtain ⟨hA, hB⟩ := ih (j + 1) (by omega) (by omega)
    -- add the next layer to the charge beyond, then use the screening relation
    have hT : chargeBeyond N q j * ((1 - r ^ 2) * r ^ k) = q N * (1 - r ^ (2 * k + 2)) := by
      rw [chargeBeyond_step q hlt]
      linear_combination (1 - r) * hA + hB
    have hb := h.balance j h1 hlt
    constructor
    · linear_combination (1 + r) * r * r ^ k * hb + r * hA
        + (1 + r) * r ^ k * chargeBeyond N q j * hcr + (1 - r) * hT
    · linear_combination r * hT
```

For $N=n+1$ layers, the same addition at the first layer gives $T_0(1-r^2)r^n=q_N(1-r^{2n+2})$. Dividing $q_1$ by $T_0$ cancels $q_N$:

$$\frac{q_1}{T_0}=\frac{(1-r)(1+r^{2n+1})}{1-r^{2n+2}} .$$

A single layer, $n=0$, correctly has share $1$. Positivity ensures $T_0\neq0$.

```lean
/-- Exact share of the first layer in a stack of `n + 1` layers, for `c > 0` and `0 < r < 1`
with `r + 1/r = 2 + c`. -/
theorem Screened.firstShare_eq {c r : ℝ} {n : ℕ} {q : ℕ → ℝ} (h : Screened c (n + 1) q)
    (hc : 0 < c) (h0 : 0 < r) (h1 : r < 1) (hr : r + 1 / r = 2 + c) :
    firstShare (n + 1) q = (1 - r) * (1 + r ^ (2 * n + 1)) / (1 - r ^ (2 * n + 2)) := by
  obtain ⟨hA, hB⟩ := h.closed_form h0 hr n 1 (by omega) le_rfl
  obtain ⟨hp, ht⟩ := h.pos hc n 1 (by omega) le_rfl
  have hs : chargeBeyond (n + 1) q 0 = q 1 + chargeBeyond (n + 1) q 1 :=
    chargeBeyond_step q (Nat.succ_pos n)
  have hT : chargeBeyond (n + 1) q 0 ≠ 0 := by
    rw [hs]
    exact (add_pos_of_pos_of_nonneg hp ht).ne'
  have hd : r ^ (2 * n + 2) < 1 := pow_lt_one₀ h0.le h1 (by omega)
  have hC : chargeBeyond (n + 1) q 0 * ((1 - r ^ 2) * r ^ n)
      = q (n + 1) * (1 - r ^ (2 * n + 2)) := by
    rw [hs]
    linear_combination (1 - r) * hA + hB
  unfold firstShare
  rw [div_eq_div_iff hT (sub_pos.mpr hd).ne']
  apply mul_left_cancel₀ h.last_pos.ne'
  linear_combination (1 - r) * chargeBeyond (n + 1) q 0 * hA - q 1 * hC
```

Take $c=\tfrac12$, so that $r=\tfrac12$, and three layers with $q_3=1$ in arbitrary units. Then $q_2=1+\tfrac12\cdot1=1.5$ and $q_1=1.5+\tfrac12\cdot2.5=2.75$. The total is $5.25$ and the share is $2.75/5.25=11/21\approx0.524$. The formula agrees: $\tfrac12\cdot\tfrac{33}{32}\big/\tfrac{63}{64}=\tfrac{11}{21}$, already close to $1-r=0.5$.

## Decrease from the gate, and the thick-stack limit

For $j<N$ we have $T_j>0$, so $q_j-q_{j+1}=c\,T_j>0$. Chaining these steps gives $q_j<q_i$ whenever $1\le i<j\le N$, which is what `StrictAntiOn q (Set.Icc 1 N)` says.

```lean
/-- In a screened stack with `c > 0` the density strictly decreases away from the gate. -/
theorem Screened.strictAntiOn {c : ℝ} {N : ℕ} {q : ℕ → ℝ} (h : Screened c N q) (hc : 0 < c) :
    StrictAntiOn q (Set.Icc 1 N) := by
  have step : ∀ j, 1 ≤ j → j < N → q (j + 1) < q j := by
    intro j h1 h2
    obtain ⟨hp, ht⟩ := h.pos hc (N - (j + 1)) (j + 1) (by omega) (by omega)
    have hb := h.balance j h1 h2
    rw [chargeBeyond_step q h2] at hb
    have hm := mul_pos hc (add_pos_of_pos_of_nonneg hp ht)
    linarith
  intro i hi j hj hij
  obtain ⟨hi1, _⟩ := hi
  obtain ⟨_, hjN⟩ := hj
  have key : ∀ m, i + 1 ≤ m → m ≤ N → q m < q i := by
    intro m hm
    induction m, hm using Nat.le_induction with
    | base => exact fun hN => step i hi1 (by omega)
    | succ m hm ih =>
      exact fun hN => (step m (by omega) (by omega)).trans (ih (by omega))
  exact key j hij hjN
```

The bound on the share follows from $1+r^{2n+1}>1>1-r^{2n+2}>0$. As $n\to\infty$ both powers vanish and the share tends to $1-r$.

The theorem takes a family `Q`, where `Q N` is the profile of the $N$-layer stack. All stacks share the same $c$, but their total densities may differ. For every $N\ge1$ the densities strictly decrease and the share exceeds $1-r$; the limit is the third conclusion. The proof substitutes the exact share, with the index shifted by one for the limit.

```lean
/-- Take screened stacks of every size `N ≥ 1` with the same `c > 0`, and `0 < r < 1` with
`r + 1/r = 2 + c`. Densities strictly decrease away from the gate, and the first layer's share
of the total exceeds `1 - r` and tends to `1 - r` as `N` grows. -/
theorem gated_multilayer_screening {c r : ℝ} (hc : 0 < c) (h0 : 0 < r) (h1 : r < 1)
    (hr : r + 1 / r = 2 + c) (Q : ℕ → ℕ → ℝ) (hQ : ∀ N, 1 ≤ N → Screened c N (Q N)) :
    (∀ N, 1 ≤ N → StrictAntiOn (Q N) (Set.Icc 1 N)) ∧
    (∀ N, 1 ≤ N → 1 - r < firstShare N (Q N)) ∧
    Tendsto (fun N => firstShare N (Q N)) atTop (𝓝 (1 - r)) := by
  refine ⟨fun N hN => (hQ N hN).strictAntiOn hc, fun N hN => ?_, ?_⟩
  · obtain ⟨n, rfl⟩ : ∃ n, N = n + 1 := ⟨N - 1, by omega⟩
    have hd : r ^ (2 * n + 2) < 1 := pow_lt_one₀ h0.le h1 (by omega)
    rw [(hQ (n + 1) hN).firstShare_eq hc h0 h1 hr, lt_div_iff₀ (sub_pos.mpr hd)]
    have hp : 0 < r ^ (2 * n + 1) + r ^ (2 * n + 2) := by positivity
    exact mul_lt_mul_of_pos_left (by linarith) (sub_pos.mpr h1)
  · -- the reflected contributions vanish for a thick stack
    have hpow := tendsto_pow_atTop_nhds_zero_of_lt_one h0.le h1
    have ha : Tendsto (fun n : ℕ => r ^ (2 * n + 1)) atTop (𝓝 0) :=
      hpow.comp (tendsto_atTop_mono (fun n => (by omega : n ≤ 2 * n + 1)) tendsto_id)
    have hb : Tendsto (fun n : ℕ => r ^ (2 * n + 2)) atTop (𝓝 0) :=
      hpow.comp (tendsto_atTop_mono (fun n => (by omega : n ≤ 2 * n + 2)) tendsto_id)
    have hlim := ((ha.const_add 1).const_mul (1 - r)).div (hb.const_sub 1) (by norm_num)
    simp only [add_zero, sub_zero, mul_one, div_one] at hlim
    rw [← tendsto_add_atTop_iff_nat 1]
    exact hlim.congr fun n => ((hQ (n + 1) (by omega)).firstShare_eq hc h0 h1 hr).symm
```

For gated few-layer crystals, this estimates how strongly the induced carriers concentrate next to the gate, within a model of uniform sheets with constant density of states and linear screening. Applied to a real crystal, the model also treats the layers as infinitely thin and electronically uncoupled, with no hopping between them, and it neglects exchange and correlation.

## A profile that satisfies every relation

For $p_j=r^j+r^{2N+1-j}$, summing the geometric series gives $(1-r)T_j=r^{j+1}-r^{2N+1-j}$. Hence

$$p_j-p_{j+1}=(1-r)(r^j-r^{2N-j})=\frac{(1-r)^2}{r}\,T_j=c\,T_j .$$

In units $e=d=\varepsilon=1$, with $D=c$ and $\mu=0$, the choices $U_j=-p_j/c$ and $E_j=T_j$ also satisfy the four microscopic relations. Both sets of assumptions therefore have solutions for every $c>0$. In the code, `tail` is the geometric sum and `bal` the screening relation.

```lean
/-- For `c > 0` and `r > 0` with `r + 1/r = 2 + c`, the reflected profile satisfies the screening
relation, and in units `e = d = ε = 1` with `D = c`, `μ = 0` also the Thomas-Fermi relations. -/
theorem reflectedProfile_witness {c r : ℝ} (hc : 0 < c) (h0 : 0 < r)
    (hr : r + 1 / r = 2 + c) (N : ℕ) :
    Screened c N (reflectedProfile r N) ∧
    ThomasFermiStack c 1 1 1 0 N (reflectedProfile r N)
      (fun j => -(reflectedProfile r N j / c)) (chargeBeyond N (reflectedProfile r N)) := by
  have hi : r * (1 / r) = 1 := mul_one_div_cancel h0.ne'
  have hcr : c * r = (1 - r) ^ 2 := by linear_combination hi - r * hr
  have form : ∀ k j, j + k = N → reflectedProfile r N j = r ^ j + r ^ (j + 2 * k + 1) := by
    intro k j hj
    unfold reflectedProfile
    rw [show 2 * N + 1 - j = j + 2 * k + 1 by omega]
  -- geometric sum of the outer layers
  have tail : ∀ k j, j + k = N → (1 - r) * chargeBeyond N (reflectedProfile r N) j
      = r ^ (j + 1) - r ^ (j + 2 * k + 1) := by
    intro k
    induction k with
    | zero =>
      intro j hj
      have hjN : j = N := by omega
      rw [hjN]
      simp [chargeBeyond]
    | succ k ih =>
      intro j hj
      rw [chargeBeyond_step _ (by omega : j < N), form k (j + 1) (by omega)]
      linear_combination ih (j + 1) (by omega)
  have bal : ∀ j, 1 ≤ j → j < N → reflectedProfile r N j - reflectedProfile r N (j + 1)
      = c * chargeBeyond N (reflectedProfile r N) j := by
    intro j _ h2
    obtain ⟨k, hk⟩ : ∃ k, j + (k + 1) = N := ⟨N - j - 1, by omega⟩
    have ht := tail (k + 1) j hk
    rw [form (k + 1) j hk, form k (j + 1) (by omega)]
    apply mul_left_cancel₀ h0.ne'
    linear_combination -(chargeBeyond N (reflectedProfile r N) j) * hcr - (1 - r) * ht
  refine ⟨⟨by unfold reflectedProfile; positivity, bal⟩, ⟨?_, ?_, ?_, ?_⟩⟩
  · intro j _ _
    show reflectedProfile r N j = c * (0 - -(reflectedProfile r N j / c))
    have hx : c * (reflectedProfile r N j / c) = reflectedProfile r N j := by field_simp
    linear_combination -hx
  · intro j h1 h2
    show -(reflectedProfile r N (j + 1) / c) - -(reflectedProfile r N j / c)
      = 1 * 1 * chargeBeyond N (reflectedProfile r N) j
    have hx : (reflectedProfile r N j - reflectedProfile r N (j + 1)) / c
        = chargeBeyond N (reflectedProfile r N) j := by
      rw [div_eq_iff hc.ne', bal j h1 h2, mul_comm]
    linear_combination hx
  · intro j _ h2
    rw [chargeBeyond_step _ h2]
    ring
  · simp [chargeBeyond]

end

end GatedMultilayer
```

```lean
#print axioms GatedMultilayer.ThomasFermiStack.screened
#print axioms GatedMultilayer.decay_factor_iff
#print axioms GatedMultilayer.Screened.firstShare_eq
#print axioms GatedMultilayer.gated_multilayer_screening
```

```
'GatedMultilayer.ThomasFermiStack.screened' depends on axioms: [propext, Classical.choice, Quot.sound]
'GatedMultilayer.decay_factor_iff' depends on axioms: [propext, Classical.choice, Quot.sound]
'GatedMultilayer.Screened.firstShare_eq' depends on axioms: [propext, Classical.choice, Quot.sound]
'GatedMultilayer.gated_multilayer_screening' depends on axioms: [propext, Classical.choice, Quot.sound]
```
